# Moving integer charges by lattice vectors changes their dipole by exactly $d$ times a lattice vector, with $d$ the gcd of the charges

When I compare the polarisations of two structures of a nitride crystal, I want both on the same branch. One structure file may list an ion at one face of the cell and the other file may list it at the opposite face, and the dipole per cell then jumps although the crystal is the same. I remove the jump by adding a lattice vector times the elementary charge.

My understanding is this. For integer charges $q_i$ at points $x_i$, moving each charge by a lattice vector of its own changes $\sum_i q_i x_i$ by a lattice vector. If the charges have greatest common divisor one, every lattice vector occurs as such a change. The alternating chain of period $a$ then has both $a/2$ and $-a/2$ as its dipole. Can this be proved in full, with a proof that Lean accepts? And what happens when the charges share a factor?

## The reachable dipoles are $p_0 + dG$

Your understanding is right, and a common factor makes the steps coarser. Let $G$ be the group of lattice translations, $p_0=\sum_i q_i x_i$ the dipole of the listed positions, and $d\ge 0$ the greatest common divisor of the charges. The dipoles that lattice moves can produce are exactly $p_0+dg$ with $g\in G$. For polarisation calculations this gives the spacing of the branches, within a model of finitely many integer point charges per cell. Charges are in units of $e$, and the polarisation is the dipole divided by the cell volume.

**Every change lies in $dG$.** Let the charges move from $x_i$ to $y_i$ with $y_i-x_i\in G$. Then
$$\sum_i q_i y_i-\sum_i q_i x_i=\sum_i q_i\,(y_i-x_i),$$
which is an integer combination of lattice vectors and so lies in $G$. Since $d$ divides each charge, write $q_i=d\,k_i$ with integers $k_i$. The change is then $d\sum_i k_i(y_i-x_i)$, which is $d$ times a lattice vector.

**Every element of $dG$ occurs.** There are integers $c_i$ with $\sum_i q_i c_i=d$. To find them, add the charges one at a time. For no charges, both the sum and the gcd are zero. If the charges treated so far have gcd $D=\sum_i q_i c_i$ and a new charge $q'$ joins, Bézout's identity gives integers $u,v$ with $\gcd(q',D)=q'u+Dv$. The new charge gets the coefficient $u$, and each old $c_i$ becomes $c_i v$. Now take any $g\in G$ and move charge $i$ by $c_i g$. The dipole changes by $\sum_i q_i c_i\,g=dg$.

**One ion can stay in place if the cell is neutral.** Let $d=1$ and $\sum_i q_i=0$, and let positions $y_i$ realise a dipole $p$ in $p_0+G$. Choose an ion $j$, set $t=y_j-x_j\in G$, and move everything back by $t$. Ion $j$ returns to $x_j$, the displacements $(y_i-x_i)-t$ are still lattice vectors, and the dipole is $p-\left(\sum_i q_i\right)t=p$.

**In one dimension, $d=1$ is also necessary.** Let $G=\mathbb Z a$ with $a\neq0$. If the whole coset $p_0+G$ is reached, then $p_0+a$ is reached, so $a=d\,n\,a$ for some integer $n$. Hence $dn=1$, and $d=1$ because $d\ge0$.

**The alternating chain.** Charge $1$ sits at $0$ and charge $-1$ at $a/2$, so $p_0=-a/2$ and $d=1$. The reachable dipoles are $-a/2+ka=(n+\tfrac12)a$ with $n=k-1$. Taking $n=0$ gives $a/2$ and $n=-1$ gives $-a/2$. Zero would require $2n+1=0$ when $a\neq0$, which no integer satisfies.

The smallest cases fit the same formula. With no charges, $d=0$ and the only dipole is zero. A single charge $q$ at $x$ gives $qx+qG$, which is the whole coset when $q=\pm1$.

## What the Lean statements say about the crystal

The charges form a function `q : ι → ℤ` on a finite index type `ι`, with one index per charge in the cell. Positions take values in `V`, which need only be an additive commutative group for the general results. The lattice is `G : AddSubgroup V`. This subgroup need not be discrete, and no basis is chosen.

`dipole q x` is $\sum_i q_i x_i$. The set `dipoleValues G q x` contains every dipole obtained from positions `y` with `y i - x i ∈ G` for all `i`, so each charge moves independently. The number $d$ is `univ.gcd q`, which Mathlib normalises to be non-negative.

- `dipoleValues_eq` is the general result: the set equals $p_0+dG$. It does not assume neutrality. In a charged cell $p_0$ depends on the origin, and the statement then refers to the coordinates as given.
- `dipoleValues_of_gcd_eq_one` treats $d=1$. The coset $p_0+G$ appears as `{p | p - dipole q x ∈ G}`.
- `exists_dipole_eq_of_neutral` adds the hypothesis `∑ i, q i = 0`, which stands for a neutral cell, and keeps the ion `j` fixed.
- `dipoleValues_eq_coset_iff` takes `V` to be a real vector space and the lattice to be `AddSubgroup.zmultiples a`, which is $\mathbb Z a$. The equivalence is stated for this lattice only.
- `chain_dipoleValues` and `chain_half_period` describe the alternating chain, with `![1, -1]` for the charges and `![0, (1 / 2 : ℝ) • a]` for the positions.

The charges are points with integer values. Continuous electron density, the Berry phase and the energy of the displaced arrangements do not enter, and two charges may land on the same point.

```lean
import Mathlib

open Finset

namespace PolarisationLattice

variable {ι V : Type*} [Fintype ι] [AddCommGroup V]

/-- The dipole moment `∑ qᵢ xᵢ` of integer charges `qᵢ` at positions `xᵢ`. -/
def dipole (q : ι → ℤ) (x : ι → V) : V := ∑ i, q i • x i

/-- All dipole moments obtained when each charge may be moved from `xᵢ` by its own
lattice vector in `G`. -/
def dipoleValues (G : AddSubgroup V) (q : ι → ℤ) (x : ι → V) : Set V :=
  {p | ∃ y : ι → V, (∀ i, y i - x i ∈ G) ∧ dipole q y = p}

/-- The change of the dipole moment is the charge-weighted sum of the displacements. -/
theorem dipole_sub (q : ι → ℤ) (x y : ι → V) :
    dipole q y - dipole q x = ∑ i, q i • (y i - x i) := by
  simp only [dipole, smul_sub, Finset.sum_sub_distrib]

/-- Moving integer charges by lattice vectors changes the dipole moment by a lattice vector. -/
theorem dipole_sub_mem (G : AddSubgroup V) (q : ι → ℤ) (x y : ι → V)
    (h : ∀ i, y i - x i ∈ G) : dipole q y - dipole q x ∈ G := by
  rw [dipole_sub]
  exact G.sum_mem fun i _ => G.zsmul_mem (h i) _

omit [Fintype ι] in
/-- The greatest common divisor of finitely many integer charges is an integer combination
of them. -/
theorem exists_sum_mul_eq_gcd (q : ι → ℤ) (s : Finset ι) :
    ∃ c : ι → ℤ, ∑ i ∈ s, q i * c i = s.gcd q := by
  classical
  induction s using Finset.induction_on with
  | empty => exact ⟨0, by simp⟩
  | insert a s ha ih =>
    obtain ⟨c, hc⟩ := ih
    -- combine the old coefficients with those of the two-term Bézout identity
    refine ⟨fun i => if i = a then Int.gcdA (q a) (s.gcd q)
      else c i * Int.gcdB (q a) (s.gcd q), ?_⟩
    have hs : ∑ i ∈ s, q i * (if i = a then Int.gcdA (q a) (s.gcd q)
        else c i * Int.gcdB (q a) (s.gcd q)) = s.gcd q * Int.gcdB (q a) (s.gcd q) := by
      calc _ = ∑ i ∈ s, q i * c i * Int.gcdB (q a) (s.gcd q) := by
            refine Finset.sum_congr rfl fun i hi => ?_
            have hne : i ≠ a := fun h => ha (h ▸ hi)
            rw [if_neg hne, mul_assoc]
        _ = _ := by rw [← Finset.sum_mul, hc]
    rw [Finset.sum_insert ha, hs]
    beta_reduce
    rw [if_pos rfl, Finset.gcd_insert, ← Int.coe_gcd, Int.gcd_eq_gcd_ab]

/-- The dipole moments reachable by lattice displacements of the charges are exactly
`p + d g` with `g` in the lattice, where `p` is the initial dipole moment and `d` the greatest
common divisor of the charges. -/
theorem dipoleValues_eq (G : AddSubgroup V) (q : ι → ℤ) (x : ι → V) :
    dipoleValues G q x = {p | ∃ g ∈ G, p = dipole q x + univ.gcd q • g} := by
  ext p
  constructor
  · rintro ⟨y, hy, rfl⟩
    -- every charge is a multiple of the common divisor
    have h : ∀ i, ∃ k, q i = univ.gcd q * k := fun i =>
      Finset.gcd_dvd (f := q) (Finset.mem_univ i)
    choose k hk using h
    refine ⟨∑ i, k i • (y i - x i), G.sum_mem fun i _ => G.zsmul_mem (hy i) _, ?_⟩
    rw [← sub_eq_iff_eq_add', dipole_sub, Finset.smul_sum]
    refine Finset.sum_congr rfl fun i _ => ?_
    rw [smul_smul, ← hk i]
  · rintro ⟨g, hg, rfl⟩
    -- displace charge `i` by its Bézout coefficient times `g`
    obtain ⟨c, hc⟩ := exists_sum_mul_eq_gcd q univ
    refine ⟨fun i => x i + c i • g, fun i => ?_, ?_⟩
    · show x i + c i • g - x i ∈ G
      rw [add_sub_cancel_left]
      exact G.zsmul_mem hg _
    · rw [← sub_eq_iff_eq_add', dipole_sub, ← hc, Finset.sum_smul]
      refine Finset.sum_congr rfl fun i _ => ?_
      show q i • (x i + c i • g - x i) = (q i * c i) • g
      rw [add_sub_cancel_left, smul_smul]

/-- If the charges have greatest common divisor one, lattice displacements reach every
dipole moment that differs from the initial one by a lattice vector. -/
theorem dipoleValues_of_gcd_eq_one (G : AddSubgroup V) (q : ι → ℤ) (x : ι → V)
    (hd : univ.gcd q = 1) : dipoleValues G q x = {p | p - dipole q x ∈ G} := by
  rw [dipoleValues_eq, hd]
  ext p
  constructor
  · rintro ⟨g, hg, rfl⟩
    show dipole q x + (1 : ℤ) • g - dipole q x ∈ G
    rwa [add_sub_cancel_left, one_smul]
  · intro hp
    exact ⟨p - dipole q x, hp, by rw [one_smul, add_sub_cancel]⟩

/-- In a neutral cell whose charges have greatest common divisor one, the whole coset of
dipole moments is reached even with one chosen ion `j` held fixed. -/
theorem exists_dipole_eq_of_neutral (G : AddSubgroup V) (q : ι → ℤ) (x : ι → V)
    (hq : ∑ i, q i = 0) (hd : univ.gcd q = 1) (j : ι) (p : V)
    (hp : p - dipole q x ∈ G) :
    ∃ y : ι → V, y j = x j ∧ (∀ i, y i - x i ∈ G) ∧ dipole q y = p := by
  have hmem : p ∈ dipoleValues G q x := by
    rw [dipoleValues_of_gcd_eq_one G q x hd]
    exact hp
  obtain ⟨y, hy, rfl⟩ := hmem
  -- shift all ions together so that ion `j` returns to its place
  refine ⟨fun i => y i - (y j - x j), sub_sub_cancel _ _, fun i => ?_, ?_⟩
  · show y i - (y j - x j) - x i ∈ G
    have e : y i - (y j - x j) - x i = (y i - x i) - (y j - x j) := by abel
    rw [e]
    exact G.sub_mem (hy i) (hy j)
  · rw [← sub_eq_zero, dipole_sub]
    calc ∑ i, q i • (y i - (y j - x j) - y i) = ∑ i, q i • (-(y j - x j)) :=
          Finset.sum_congr rfl fun i _ => by rw [sub_sub_cancel_left]
      _ = 0 := by rw [← Finset.sum_smul, hq, zero_smul]

/-- For the lattice of integer multiples of a nonzero vector `a` in a real vector space, the whole
coset of dipole moments is reached if and only if the charges have greatest common divisor one. -/
theorem dipoleValues_eq_coset_iff [Module ℝ V] {a : V} (ha : a ≠ 0) (q : ι → ℤ) (x : ι → V) :
    dipoleValues (AddSubgroup.zmultiples a) q x =
      {p | p - dipole q x ∈ AddSubgroup.zmultiples a} ↔ univ.gcd q = 1 := by
  refine ⟨fun h => ?_, dipoleValues_of_gcd_eq_one _ q x⟩
  -- a change by one period must be a multiple of the common divisor
  have hmem : dipole q x + a ∈ dipoleValues (AddSubgroup.zmultiples a) q x := by
    rw [h]
    show dipole q x + a - dipole q x ∈ AddSubgroup.zmultiples a
    rw [add_sub_cancel_left]
    exact AddSubgroup.mem_zmultiples a
  rw [dipoleValues_eq] at hmem
  obtain ⟨g, hg, he⟩ := hmem
  obtain ⟨n, rfl⟩ := AddSubgroup.mem_zmultiples_iff.mp hg
  have h1 : a = (univ.gcd q * n) • a := by
    rw [← smul_smul]
    exact add_left_cancel he
  have h2 : (((univ.gcd q * n - 1 : ℤ) : ℝ)) • a = 0 := by
    rw [Int.cast_smul_eq_zsmul, sub_smul, one_smul, ← h1, sub_self]
  have h3 : univ.gcd q * n - 1 = 0 := by
    exact_mod_cast (smul_eq_zero.mp h2).resolve_right ha
  rw [← Finset.normalize_gcd, normalize_eq_one]
  exact isUnit_of_dvd_one ⟨n, by linarith⟩

/-- The alternating chain of period `a`, with charges `1` at `0` and `-1` at `a/2`, has as
dipole moments exactly the half-odd multiples `(n + 1/2) a`. -/
theorem chain_dipoleValues [Module ℝ V] (a : V) :
    dipoleValues (AddSubgroup.zmultiples a) ![1, -1] ![0, (1 / 2 : ℝ) • a] =
      {p | ∃ n : ℤ, p = ((n : ℝ) + 1 / 2) • a} := by
  have hd : univ.gcd (![1, -1] : Fin 2 → ℤ) = 1 := by
    rw [← Finset.normalize_gcd, normalize_eq_one]
    exact isUnit_of_dvd_one
      (Finset.gcd_dvd (f := (![1, -1] : Fin 2 → ℤ)) (Finset.mem_univ (0 : Fin 2)))
  have hp : dipole ![1, -1] ![0, (1 / 2 : ℝ) • a] = -((1 / 2 : ℝ) • a) := by
    simp [dipole, Fin.sum_univ_two]
  rw [dipoleValues_of_gcd_eq_one _ _ _ hd, hp]
  ext p
  simp only [Set.mem_ofPred_eq, AddSubgroup.mem_zmultiples_iff]
  constructor
  · rintro ⟨k, hk⟩
    refine ⟨k - 1, ?_⟩
    rw [← Int.cast_smul_eq_zsmul ℝ] at hk
    push_cast
    linear_combination (norm := module) -hk
  · rintro ⟨n, rfl⟩
    refine ⟨n + 1, ?_⟩
    rw [← Int.cast_smul_eq_zsmul ℝ]
    push_cast
    module

/-- The alternating chain has both `a/2` and `-a/2` among its dipole moments, and for a
nonzero period `a` it never has dipole moment zero. -/
theorem chain_half_period [Module ℝ V] {a : V} (ha : a ≠ 0) :
    (1 / 2 : ℝ) • a ∈
        dipoleValues (AddSubgroup.zmultiples a) ![1, -1] ![0, (1 / 2 : ℝ) • a] ∧
      -((1 / 2 : ℝ) • a) ∈
        dipoleValues (AddSubgroup.zmultiples a) ![1, -1] ![0, (1 / 2 : ℝ) • a] ∧
      (0 : V) ∉
        dipoleValues (AddSubgroup.zmultiples a) ![1, -1] ![0, (1 / 2 : ℝ) • a] := by
  rw [chain_dipoleValues]
  refine ⟨⟨0, ?_⟩, ⟨-1, ?_⟩, ?_⟩
  · push_cast
    module
  · push_cast
    module
  · rintro ⟨n, hn⟩
    have h := (smul_eq_zero.mp hn.symm).resolve_right ha
    -- an odd integer cannot vanish
    have h2 : 2 * n + 1 = 0 := by
      exact_mod_cast (by linarith : 2 * (n : ℝ) + 1 = 0)
    omega

end PolarisationLattice
```

```lean
#print axioms PolarisationLattice.dipole_sub_mem
#print axioms PolarisationLattice.exists_dipole_eq_of_neutral
#print axioms PolarisationLattice.dipoleValues_eq_coset_iff
#print axioms PolarisationLattice.chain_half_period
```

```
'PolarisationLattice.dipole_sub_mem' depends on axioms: [propext, Classical.choice, Quot.sound]
'PolarisationLattice.exists_dipole_eq_of_neutral' depends on axioms: [propext, Classical.choice, Quot.sound]
'PolarisationLattice.dipoleValues_eq_coset_iff' depends on axioms: [propext, Classical.choice, Quot.sound]
'PolarisationLattice.chain_half_period' depends on axioms: [propext, Classical.choice, Quot.sound]
```

## From the displacement sum to the chain

`dipole_sub` is the first displayed equation, obtained by distributing the integer multiples over the differences. `dipole_sub_mem` concludes that the change lies in `G`, because a subgroup is closed under integer multiples and finite sums.

`exists_sum_mul_eq_gcd` constructs the coefficients $c_i$ by induction on a finite set of indices. Its `insert` case is the step in which a new charge joins: `Int.gcdA` and `Int.gcdB` are the integers $u$ and $v$, and `Int.gcd_eq_gcd_ab` is the two-term Bézout identity. The intermediate statement `hs` says that the rescaled old coefficients contribute $Dv$.

The two halves of `dipoleValues_eq` are the two inclusions. In the first, `choose k hk` selects the integers $k_i$ with $q_i=d\,k_i$, and the lattice vector supplied is $\sum_i k_i(y_i-x_i)$. In the second, the new positions are `x i + c i • g`, and the charge-weighted sum of the displacements collapses to $dg$. Setting $d=1$ then gives `dipoleValues_of_gcd_eq_one`.

For the fixed ion, the proof first takes positions `y` from the previous theorem and then uses `y i - (y j - x j)`, which is the common shift by $-t$. The closing `calc` block pulls $-t$ out of the sum and uses neutrality to make the change vanish.

In `dipoleValues_eq_coset_iff`, `hmem` says that $p_0+a$ is reached. The general theorem turns this into `h1`, the equation $a=dn\,a$. It is rewritten with a real coefficient in `h2`, so that $a\neq0$ forces the coefficient to vanish, and `h3` is $dn-1=0$. Thus $d$ divides one, and its normalisation makes it equal to one.

For the chain, `hd` and `hp` compute $d=1$ and $p_0=-a/2$. The two directions of the set equality use $n=k-1$ and $k=n+1$, with `module` checking the vector identities. In `chain_half_period` the witnesses are `0` and `-1`, and `omega` rejects $2n+1=0$.

## Choosing the branch in a nitride calculation

The value of $d$ depends on which charges are listed. With formal charges $+3$ on gallium and $-3$ on nitrogen, $d=3$, so moving whole ions by lattice vectors changes the dipole by three times a lattice vector. Suppose the list instead holds ionic cores of charge $+3$ and $+5$ and spin-paired Wannier centres of charge $-2$, each treated as a point charge. Then $d=1$, and every lattice vector is a possible jump.

In code, the difference of two dipoles computed from the same list of charges in the same cell is written in lattice coordinates $s_k$. Each coordinate is then replaced by $s_k-d\,\mathrm{round}(s_k/d)$, for $d\ge1$. This gives the change of the listed charges' dipole, followed continuously along a path of insulating structures from one to the other, if each coordinate of that change is smaller than $d/2$ in magnitude. For a larger change, the path is divided into steps that each meet this condition, the rule is applied to each step, and the results are added. With formal charges the result is only a point-ion estimate of the polarisation change, because the electrons also shift relative to the ions.
